# Weyl points of a two-band Hamiltonian at k and −k: equal chirality under spinful time reversal, opposite chirality under inversion

A momentum $k=(k_0,k_1,k_2)$ is a real three-component vector, with components numbered from 0 in place of $k_x,k_y,k_z$. The field $d$ assigns to each momentum another such vector. Momentum space is all of $\mathbb R^3$, as in a continuum model, so the periodicity of a Brillouin zone plays no part.

```lean
import Mathlib

open Matrix

namespace WeylChirality

noncomputable section

/-- Real three-component vectors, used for momenta and for the field `d`. -/
abbrev Vec := Fin 3 → ℝ
```

A real $3\times3$ matrix $M$ acts on vectors by $v\mapsto Mv$. Differentiation in several variables produces a continuous linear map, so the matrix is packaged as one.

```lean
/-- The continuous linear map given by a real 3 × 3 matrix. -/
def linearField (M : Matrix (Fin 3) (Fin 3) ℝ) : Vec →L[ℝ] Vec :=
  LinearMap.toContinuousLinearMap (Matrix.toLin' M)
```

The matrix $J$ is the Jacobian of $d$ at $k$ when
$$d(k+h)=d(k)+Jh+o(|h|).$$
`HasJacobian d J k` states exactly this. Differentiability is required only at the point in question.

```lean
/-- The field `d` is differentiable at `k` with Jacobian matrix `J`. -/
def HasJacobian (d : Vec → Vec) (J : Matrix (Fin 3) (Fin 3) ℝ) (k : Vec) : Prop :=
  HasFDerivAt d (linearField J) k
```

A Weyl point is a zero of $d$ at which $\det J\neq0$, and its chirality $\chi$ is the sign of $\det J$. The type `SignType` has the values $-1,0,1$, but the condition on the determinant excludes $0$. This sign is the definition of chirality used here; its relation to Berry flux is not needed.

```lean
/-- A Weyl point of chirality `χ`: a zero of `d` with nonsingular Jacobian, whose
determinant has sign `χ`. -/
def IsWeylPoint (d : Vec → Vec) (k : Vec) (χ : SignType) : Prop :=
  d k = 0 ∧ ∃ J, HasJacobian d J k ∧ J.det ≠ 0 ∧ SignType.sign J.det = χ
```

The field enters a Hamiltonian through the Pauli matrices:
$$v\cdot\sigma=\begin{pmatrix}v_2&v_0-iv_1\\v_0+iv_1&-v_2\end{pmatrix}.$$
Its eigenvalues are $\pm|v|$, so the two bands of $H(k)=d(k)\cdot\sigma$ touch exactly where $d(k)=0$. There is no term proportional to the identity; such a term would shift both bands together.

```lean
/-- The two-band Hamiltonian `v · σ`. -/
def pauliH (v : Vec) : Matrix (Fin 2) (Fin 2) ℂ :=
  !![(v 2 : ℂ), v 0 - Complex.I * v 1; v 0 + Complex.I * v 1, -(v 2 : ℂ)]
```

Two Pauli matrices are needed to express the symmetries.

```lean
/-- The Pauli matrix `σy`. -/
def sigmaY : Matrix (Fin 2) (Fin 2) ℂ := !![0, -Complex.I; Complex.I, 0]

/-- The Pauli matrix `σz`. -/
def sigmaZ : Matrix (Fin 2) (Fin 2) ℂ := !![1, 0; 0, -1]
```

For a spin-½ degree of freedom, time reversal is $i\sigma_y$ followed by complex conjugation, and it reverses momentum. Invariance therefore reads $\sigma_yH(k)^*\sigma_y=H(-k)$. In Lean the conjugation is applied entry by entry through `starRingEnd ℂ`.

```lean
/-- Spinful time-reversal symmetry: `σy H(k)* σy = H(-k)`. -/
def TimeReversal (d : Vec → Vec) : Prop :=
  ∀ k, sigmaY * (pauliH (d k)).map (starRingEnd ℂ) * sigmaY = pauliH (d (-k))
```

For inversion the two basis states are instead orbitals of opposite parity, on which inversion acts as $\sigma_z$. The same $2\times2$ matrices thus carry a different physical meaning in the two cases.

```lean
/-- Inversion symmetry with orbitals of opposite parity: `σz H(k) σz = H(-k)`. -/
def Inversion (d : Vec → Vec) : Prop :=
  ∀ k, sigmaZ * pauliH (d k) * sigmaZ = pauliH (d (-k))
```

## Zeros and Jacobians at opposite momenta

Suppose that a fixed matrix $R$ satisfies $d(-k)=R\,d(k)$ for every $k$. If $d(k)=0$, then $d(-k)=R\,0=0$. Conversely, using the relation at $-k$ gives $d(k)=R\,d(-k)$, so $d(-k)=0$ implies $d(k)=0$. The two branches of the proof are these two substitutions, and neither needs $R$ to be invertible.

```lean
variable {d : Vec → Vec} {R J J' : Matrix (Fin 3) (Fin 3) ℝ} {k : Vec} {χ : SignType}

/-- If `d(-k) = R d(k)`, then `-k` is a zero of `d` exactly when `k` is. -/
theorem zero_neg_iff (hsym : ∀ k, d (-k) = R *ᵥ d k) (k : Vec) :
    d (-k) = 0 ↔ d k = 0 := by
  constructor
  · intro h
    have h1 := hsym (-k)
    rwa [neg_neg, h, Matrix.mulVec_zero] at h1
  · intro h
    rw [hsym, h, Matrix.mulVec_zero]
```

To compare the derivatives, write the symmetry as $d(x)=R\,d(-x)$ and differentiate at $x=-k$. The inner map $x\mapsto-x$ has derivative $-1$ and sends $-k$ to $k$, so
$$J(-k)=R\,J(k)\,(-1)=-R\,J(k).$$
In the proof, `N` is the negation map, `h3` is the chain rule applied to the composite, and `hd` identifies that composite with $d$. The last lines check that the resulting linear map has matrix $-RJ$. Differentiability at $-k$ is a conclusion, not an assumption.

```lean
/-- If `d(-k) = R d(k)` and `d` has Jacobian `J` at `k`, it has Jacobian `-R J` at `-k`. -/
theorem hasJacobian_neg (hsym : ∀ k, d (-k) = R *ᵥ d k) (h : HasJacobian d J k) :
    HasJacobian d (-(R * J)) (-k) := by
  let N : Vec →L[ℝ] Vec := -ContinuousLinearMap.id ℝ Vec
  have hN : N (-k) = k := by simp [N]
  have h2 : HasFDerivAt d (linearField J) (N (-k)) := by rw [hN]; exact h
  -- chain rule for d(x) = R d(-x)
  have h3 := (linearField R).hasFDerivAt.comp (-k) (h2.comp (-k) N.hasFDerivAt)
  have hd : (⇑(linearField R) ∘ (d ∘ ⇑N)) = d := by
    funext x
    have hx := hsym (-x)
    rw [neg_neg] at hx
    exact hx.symm
  rw [hd] at h3
  refine HasFDerivAt.congr_fderiv h3 (ContinuousLinearMap.ext fun v => ?_)
  change R *ᵥ (J *ᵥ (-v)) = (-(R * J)) *ᵥ v
  rw [Matrix.mulVec_neg, Matrix.mulVec_neg, Matrix.neg_mulVec, Matrix.mulVec_mulVec]
```

In three dimensions, changing the sign of a matrix changes the sign of its determinant:
$$\det J(-k)=\det(-RJ(k))=(-1)^3\det R\,\det J(k)=-\det R\,\det J(k).$$
The theorem takes any Jacobian `J'` at $-k$. Uniqueness of the derivative forces `J'` to equal $-RJ$, and the determinant rules finish the calculation. The point $k$ need not be a zero of $d$.

```lean
/-- The Jacobian determinants at `k` and `-k` are related by the factor `-det R`. -/
theorem jacobian_det_neg (hsym : ∀ k, d (-k) = R *ᵥ d k) (h : HasJacobian d J k)
    (h' : HasJacobian d J' (-k)) : J'.det = -R.det * J.det := by
  have e : linearField J' = linearField (-(R * J)) :=
    HasFDerivAt.unique h' (hasJacobian_neg hsym h)
  have e' : J' = -(R * J) :=
    Matrix.toLin'.injective (LinearMap.toContinuousLinearMap.injective e)
  rw [e', Matrix.det_neg, Matrix.det_mul, Fintype.card_fin]
  ring
```

Now let $R$ be orthogonal, $R^{\mathsf T}R=1$. Then $(\det R)^2=1$, so $\det R=\pm1$ and the Jacobian at $-k$ is again nonsingular. Taking signs gives
$$\chi(-k)=\operatorname{sign}(-\det R)\,\chi(k).$$
The proof uses orthogonality only to exclude $\det R=0$, which would give $0=1$ after taking determinants. It then combines the pairing of zeros, the determinant relation and the multiplicativity of the sign.

```lean
/-- For orthogonal `R` with `d(-k) = R d(k)`, a Weyl point of chirality `χ` at `k` has a
partner at `-k` of chirality `sign(-det R) χ`. -/
theorem weyl_partner (hR : Rᵀ * R = 1) (hsym : ∀ k, d (-k) = R *ᵥ d k)
    (h : IsWeylPoint d k χ) : IsWeylPoint d (-k) (SignType.sign (-R.det) * χ) := by
  obtain ⟨h0, J, hJ, hdet, hs⟩ := h
  have hR0 : R.det ≠ 0 := by
    intro h
    have h1 := congrArg Matrix.det hR
    rw [Matrix.det_mul, h, mul_zero, Matrix.det_one] at h1
    exact zero_ne_one h1
  have hJ' := hasJacobian_neg hsym hJ
  have e := jacobian_det_neg hsym hJ hJ'
  refine ⟨(zero_neg_iff hsym k).2 h0, _, hJ', ?_, ?_⟩
  · rw [e]
    exact mul_ne_zero (neg_ne_zero.2 hR0) hdet
  · rw [e, sign_mul, hs]
```

## From the Hamiltonian's symmetry to the field's

A symmetry of $H$ yields a symmetry of $d$ because $v\cdot\sigma$ determines $v$. The lower-left entry $v_0+iv_1$ gives $v_0$ as its real part and $v_1$ as its imaginary part, and the upper-left entry gives $v_2$. The proof reads off these three numbers from two equal matrices.

```lean
/-- The Hamiltonian `v · σ` determines the vector `v`. -/
theorem pauliH_injective : Function.Injective pauliH := by
  intro v w h
  have h0 := congrArg Complex.re (congrFun (congrFun h 1) 0)
  have h1 := congrArg Complex.im (congrFun (congrFun h 1) 0)
  have h2 := congrArg Complex.re (congrFun (congrFun h 0) 0)
  simp [pauliH] at h0 h1 h2
  ext i
  fin_cases i
  exacts [h0, h1, h2]
```

For time reversal, complex conjugation changes the sign of $v_1$ in the off-diagonal entries. Conjugation by $\sigma_y$ acts on a general matrix as
$$\sigma_y\begin{pmatrix}a&b\\c&e\end{pmatrix}\sigma_y=\begin{pmatrix}e&-c\\-b&a\end{pmatrix}.$$
Inserting the entries of $(v\cdot\sigma)^*$ gives
$$\begin{pmatrix}-v_2&-v_0+iv_1\\-v_0-iv_1&v_2\end{pmatrix}=(-v)\cdot\sigma.$$
Lean first computes the conjugated matrix in `hm`, then compares real and imaginary parts entry by entry.

```lean
/-- Conjugation by spinful time reversal turns `v · σ` into `-v · σ`. -/
theorem timeReversal_pauliH (v : Vec) :
    sigmaY * (pauliH v).map (starRingEnd ℂ) * sigmaY = pauliH (-v) := by
  -- the complex conjugate Hamiltonian
  have hm : (pauliH v).map (starRingEnd ℂ) =
      !![(v 2 : ℂ), v 0 + Complex.I * v 1; v 0 - Complex.I * v 1, -(v 2 : ℂ)] := by
    ext i j
    fin_cases i <;> fin_cases j <;> simp [pauliH, sub_eq_add_neg]
  rw [hm]
  ext i j
  fin_cases i <;> fin_cases j <;> apply Complex.ext <;>
    simp [pauliH, sigmaY, Matrix.mul_apply, Fin.sum_univ_two]
```

Conjugation by $\sigma_z$ leaves the diagonal entries alone and changes the sign of the off-diagonal ones. Hence $(v_0,v_1,v_2)$ becomes $(-v_0,-v_1,v_2)$, which is the action of $\operatorname{diag}(-1,-1,1)$.

```lean
/-- Conjugation by `σz` reverses the first two components of `v` in `v · σ`. -/
theorem inversion_pauliH (v : Vec) :
    sigmaZ * pauliH v * sigmaZ = pauliH (Matrix.diagonal ![-1, -1, 1] *ᵥ v) := by
  ext i j
  fin_cases i <;> fin_cases j <;> apply Complex.ext <;>
    simp [pauliH, sigmaZ, Matrix.mul_apply, Fin.sum_univ_two, Matrix.mulVec_diagonal]
```

## Chirality under the two symmetries

Time reversal gives $d(-k)\cdot\sigma=(-d(k))\cdot\sigma$, hence $d(-k)=-d(k)$. Here $R=-1$ and $\det R=-1$, so the factor $-\det R$ is $+1$ and the chirality is preserved. In the proof, `hsym` is the relation for $d$ and `hdet` the determinant; the partner theorem supplies the rest.

```lean
/-- Under spinful time reversal, Weyl points at `k` and `-k` have equal chirality. -/
theorem timeReversal_preserves (hT : TimeReversal d) (h : IsWeylPoint d k χ) :
    IsWeylPoint d (-k) χ := by
  have hsym : ∀ k, d (-k) = (-1 : Matrix (Fin 3) (Fin 3) ℝ) *ᵥ d k := by
    intro k
    rw [Matrix.neg_mulVec, Matrix.one_mulVec]
    exact pauliH_injective ((hT k).symm.trans (timeReversal_pauliH _))
  have hdet : (-1 : Matrix (Fin 3) (Fin 3) ℝ).det = -1 := by
    rw [Matrix.det_neg, Matrix.det_one, Fintype.card_fin]; norm_num
  have h1 := weyl_partner (by simp) hsym h
  rwa [hdet, neg_neg, sign_one, one_mul] at h1
```

Inversion gives $d(-k)=\operatorname{diag}(-1,-1,1)\,d(k)$. This matrix is orthogonal with determinant $+1$, so the factor is $-1$ and the chirality is reversed. The proof has the same structure, with `hR` checking orthogonality.

```lean
/-- Under inversion, Weyl points at `k` and `-k` have opposite chirality. -/
theorem inversion_flips (hP : Inversion d) (h : IsWeylPoint d k χ) :
    IsWeylPoint d (-k) (-χ) := by
  have hsym : ∀ k, d (-k) = Matrix.diagonal ![-1, -1, 1] *ᵥ d k := fun k =>
    pauliH_injective ((hP k).symm.trans (inversion_pauliH _))
  have hdet : (Matrix.diagonal ![-1, -1, 1] : Matrix (Fin 3) (Fin 3) ℝ).det = 1 := by
    simp [Matrix.det_diagonal, Fin.prod_univ_succ]
  have hR : (Matrix.diagonal ![-1, -1, 1] : Matrix (Fin 3) (Fin 3) ℝ)ᵀ *
      Matrix.diagonal ![-1, -1, 1] = 1 := by
    ext i j
    fin_cases i <;> fin_cases j <;> simp [Matrix.diagonal_transpose]
  have h1 := weyl_partner hR hsym h
  have hs : SignType.sign (-(1 : ℝ)) = -1 := sign_neg (by norm_num)
  have hc : (-1 : SignType) * χ = -χ := by cases χ <;> rfl
  rwa [hdet, hs, hc] at h1
```

In a non-interacting two-band model $d(k)\cdot\sigma$ with either of these symmetries, a Weyl node of known chirality at $k$ therefore implies a node at $-k$ and fixes its chirality.

The limiting case is $k=0$, where the two partners coincide. Inversion would require $\chi=-\chi$ with $\chi=\pm1$, so an inversion-symmetric field has no Weyl point there. Time reversal instead forces $d(0)=-d(0)=0$, the Kramers degeneracy of this model. The field $d(k)=k$ shows that this zero can be a Weyl point.

## Fields that realise both cases

Take $d(k)=(k_0,k_1,f(k_2))$ with a real function $f$ of one variable.

```lean
/-- The model field `d(k) = (kx, ky, f(kz))`. -/
def axial (f : ℝ → ℝ) (k : Vec) : Vec := ![k 0, k 1, f (k 2)]
```

If $f(z)=0$ and $f'(z)=s\neq0$, then $d$ vanishes at $(0,0,z)$. Its Jacobian there is $\operatorname{diag}(1,1,s)$, with determinant $s$, so the point is a Weyl point of chirality $\operatorname{sign}s$. The proof differentiates component by component: the first two are coordinate functions, and the third uses the chain rule.

```lean
/-- A simple zero `z` of `f` gives a Weyl point of the axial model at `(0, 0, z)`, with
chirality the sign of the slope of `f`. -/
theorem axial_weyl {f : ℝ → ℝ} {z s : ℝ} (hf : HasDerivAt f s z) (h0 : f z = 0)
    (hs : s ≠ 0) : IsWeylPoint (axial f) ![0, 0, z] (SignType.sign s) := by
  have hdet : (!![1, 0, 0; 0, 1, 0; 0, 0, s] : Matrix (Fin 3) (Fin 3) ℝ).det = s := by
    simp [Matrix.det_fin_three]
  refine ⟨?_, !![1, 0, 0; 0, 1, 0; 0, 0, s], ?_, by rwa [hdet], by rw [hdet]⟩
  · ext i
    fin_cases i <;> simp [axial, h0]
  · have hp (i : Fin 3) := hasFDerivAt_apply (𝕜 := ℝ) i (![0, 0, z] : Vec)
    have hf' : HasDerivAt f s ((![0, 0, z] : Vec) 2) := hf
    -- differentiate component by component
    refine hasFDerivAt_pi'.2 fun i => ?_
    fin_cases i
    · exact HasFDerivAt.congr_fderiv (hp 0) (ContinuousLinearMap.ext fun v => by
        simp [linearField, dotProduct, Fin.sum_univ_succ])
    · exact HasFDerivAt.congr_fderiv (hp 1) (ContinuousLinearMap.ext fun v => by
        simp [linearField, dotProduct, Fin.sum_univ_succ])
    · have h2 := HasDerivAt.comp_hasFDerivAt (f := fun x : Vec => x 2)
        (![0, 0, z] : Vec) hf' (hp 2)
      exact HasFDerivAt.congr_fderiv h2
        (ContinuousLinearMap.ext fun v => by
          simp [linearField, dotProduct, Fin.sum_univ_succ])
```

The choice $f(t)=t-1$ shows what the symmetry hypothesis contributes. The field has a Weyl point at $(0,0,1)$, but at $(0,0,-1)$ it equals $(0,0,-2)$, so there is no partner.

For $f(t)=t^3-t$, the function is odd and $d(-k)=-d(k)$, which is time-reversal symmetry. The slope $3t^2-1$ equals $2$ at both $t=1$ and $t=-1$, so both chiralities are $+1$. Lean verifies the symmetry by components and applies the preceding theorem at each point.

```lean
/-- The field `(kx, ky, kz³ - kz)` is time-reversal symmetric and has Weyl points of
chirality `+1` at both `(0, 0, 1)` and `(0, 0, -1)`. -/
theorem timeReversal_witness : TimeReversal (axial fun t => t ^ 3 - t) ∧
    IsWeylPoint (axial fun t => t ^ 3 - t) ![0, 0, 1] 1 ∧
    IsWeylPoint (axial fun t => t ^ 3 - t) ![0, 0, -1] 1 := by
  have hs : SignType.sign (2 : ℝ) = 1 := sign_pos (by norm_num)
  have hd (z : ℝ) (hz : 3 * z ^ 2 - 1 = 2) : HasDerivAt (fun t : ℝ => t ^ 3 - t) 2 z :=
    ((hasDerivAt_pow 3 z).fun_sub (hasDerivAt_id' z)).congr_deriv (by norm_num; linarith)
  refine ⟨fun k => ?_, ?_, ?_⟩
  · rw [timeReversal_pauliH]
    congr 1
    ext i
    fin_cases i <;> simp [axial]
    ring
  · rw [← hs]
    exact axial_weyl (hd 1 (by norm_num)) (by norm_num) (by norm_num)
  · rw [← hs]
    exact axial_weyl (hd (-1) (by norm_num)) (by norm_num) (by norm_num)
```

For $f(t)=t^2-1$, the function is even, so $d(-k)=(-k_0,-k_1,f(k_2))$, which is inversion symmetry. The slope $2t$ is $2$ at $t=1$ and $-2$ at $t=-1$, so the chiralities are $+1$ and $-1$. Lean computes the first directly and obtains the second from `inversion_flips`.

```lean
/-- The field `(kx, ky, kz² - 1)` is inversion symmetric and has Weyl points of chirality
`+1` at `(0, 0, 1)` and `-1` at `(0, 0, -1)`. -/
theorem inversion_witness : Inversion (axial fun t => t ^ 2 - 1) ∧
    IsWeylPoint (axial fun t => t ^ 2 - 1) ![0, 0, 1] 1 ∧
    IsWeylPoint (axial fun t => t ^ 2 - 1) ![0, 0, -1] (-1) := by
  have hP : Inversion (axial fun t => t ^ 2 - 1) := by
    intro k
    rw [inversion_pauliH]
    congr 1
    ext i
    fin_cases i <;> simp [axial, Matrix.mulVec_diagonal]
  have hs : SignType.sign (2 : ℝ) = 1 := sign_pos (by norm_num)
  have hd : HasDerivAt (fun t : ℝ => t ^ 2 - 1) 2 1 :=
    ((hasDerivAt_pow 2 (1 : ℝ)).sub_const 1).congr_deriv (by norm_num)
  have h1 : IsWeylPoint (axial fun t => t ^ 2 - 1) ![0, 0, 1] 1 := by
    rw [← hs]
    exact axial_weyl hd (by norm_num) (by norm_num)
  have hk : -(![0, 0, 1] : Vec) = ![0, 0, -1] := by
    ext i
    fin_cases i <;> simp
  have h2 := inversion_flips hP h1
  rw [hk] at h2
  exact ⟨hP, h1, h2⟩

end

end WeylChirality
```

```lean
#print axioms WeylChirality.timeReversal_preserves
```

```
'WeylChirality.timeReversal_preserves' depends on axioms: [propext, Classical.choice, Quot.sound]
```
